# Random four-phase states estimate $\operatorname{Tr}A/N$ with variance $N^{-2}\sum_{j\neq k}|A_{jk}|^2$

To compute the polarisation of a muon spin among unpolarised nuclear spins, I start the muon in $|{\uparrow}\rangle$, give the nuclei a single state with equal weights on all $N$ basis states and random phases from $\{1,i,-1,-i\}$, propagate once, and read off $\langle\sigma_z\rangle$ at each time. This stands in for $N$ propagations, one from each nuclear basis state. But my nuclear state is a coherent superposition, not a mixture. There are $N$ diagonal terms that I want and $N(N-1)$ interference terms that I don't. Why don't the interference terms swamp the signal, and would random signs $\pm1$ do just as well?

## Interference averages to zero, and only its squares survive

The interference terms have zero mean and are mutually uncorrelated, so their squared sizes add without cross terms. Signs also give the right mean, but in general a different variance.

For your calculation, let $H$ be the Hamiltonian of the muon and the nuclei, $\sigma_z(t)=e^{iHt/\hbar}\sigma_z e^{-iHt/\hbar}$, and
$$A_{jk}=\langle{\uparrow},j|\sigma_z(t)|{\uparrow},k\rangle ,$$
where $j,k$ label nuclear basis states. The polarisation is $\operatorname{Tr}A/N$, and your single run returns $\langle v,Av\rangle$ with $v_k=u_k/\sqrt N$, where the $u_k$ are the random phases. Column $k$ of $A$ is part of the unit vector $\sigma_z(t)|{\uparrow},k\rangle$, so $\sum_{j,k}|A_{jk}|^2\le N$. The variance formula then gives a root-mean-square error of at most $1/\sqrt N$ at each time. For twelve spin-½ nuclei, $N=4096$ and this is $1/64$. This applies to a finite, closed cluster with a fully polarised muon and unpolarised nuclei at the start.

### The mean and variance by hand

Write $\mathbb E$ for the average over all $4^N$ phase choices and $w_{jk}=\overline{u_j}\,u_k$. Since $w_{jj}=1$,
$$\langle v,Av\rangle=\frac1N\sum_{j,k}A_{jk}w_{jk}=\frac{\operatorname{Tr}A}{N}+\frac1N\sum_{j\ne k}A_{jk}w_{jk}.$$
With $A=1$ this gives $\langle v,v\rangle=1$ for every choice of phases.

Replacing one phase $u_a$ by $iu_a$ permutes the phase choices and leaves any average unchanged. If this turn multiplies a quantity $f$ by a constant $c\neq1$, then $\mathbb E f=c\,\mathbb E f$, so $\mathbb E f=0$.

For $j\ne k$, turning $u_k$ multiplies $w_{jk}$ by $i$. Hence $\mathbb E\,w_{jk}=0$, and the mean of $\langle v,Av\rangle$ is $\operatorname{Tr}A/N$.

For the variance, take $j\ne k$ and $l\ne m$ and consider
$$w_{jk}\overline{w_{lm}}=\overline{u_j}\,u_k\,u_l\,\overline{u_m}.$$

- If $(j,k)=(l,m)$, the product is $1$.
- If $j=l$ but $k\ne m$, it reduces to $u_k\overline{u_m}$, and turning $u_k$ gives the factor $i$.
- If $j\ne l$ and $m\neq j$, turning $u_j$ gives $-i$.
- If $j\ne l$ and $m=j$, the phase $\overline{u_j}$ occurs twice, and turning $u_j$ gives $(-i)^2=-1$.

The average is therefore $1$ for equal pairs and $0$ otherwise, so
$$\mathbb E\left|\langle v,Av\rangle-\frac{\operatorname{Tr}A}{N}\right|^2=\frac1{N^2}\sum_{j\ne k}\sum_{l\ne m}A_{jk}\overline{A_{lm}}\;\mathbb E\big[w_{jk}\overline{w_{lm}}\big]=\frac1{N^2}\sum_{j\ne k}|A_{jk}|^2 .$$

Two consequences follow. Let $d$ be the absolute deviation and $\varepsilon>0$. Wherever $d\ge\varepsilon$ we have $d^2\ge\varepsilon^2$, so the fraction of such phase choices is at most $\mathbb E\,d^2/\varepsilon^2$, which is Chebyshev's bound. And if every phase choice gives $\operatorname{Tr}A/N$ exactly, the variance is zero and every off-diagonal element vanishes; conversely, a diagonal $A$ leaves no interference terms.

### Random signs can double the variance

The last case in the list is where signs differ. Take $N=2$ and $A=\begin{pmatrix}0&1\\1&0\end{pmatrix}$, so that $\langle v,Av\rangle=\operatorname{Re}(\overline{u_1}u_2)$. With four phases this is $1,0,-1,0$ equally often, with mean square $\tfrac12$, as the formula says. With independent random signs it is always $\pm1$, with mean square $1$. Independence, unit modulus and zero mean of the $u_k$ are thus not enough for the variance formula. The four phases also satisfy $\mathbb E\,u_k^2=0$, which removes the correlation between $w_{jk}$ and $w_{kj}$. Signs are not always worse, though: for $A=\begin{pmatrix}0&-i\\i&0\end{pmatrix}$ they always give the exact value $0$, while the four phases again have mean square $\tfrac12$.

### What the Lean statements say

The type `n` labels the basis, and `Fintype.card n` is $N$. A configuration `s : n → Fin 4` picks a phase for each basis state, with $u_k$ = `phase (s k)`. Independence and uniformity are expressed by counting: `phaseMean` sums over all configurations and divides by $4^N$. The definition `expectation` conjugates the left vector, and `relPhase s (j, k)` is $w_{jk}$. The set `univ.offDiag` contains ordered pairs, so $(j,k)$ and $(k,j)$ both count.

The theorem `random_phase_trace` states three things for any complex matrix `A`, Hermitian or not: every `phaseState s` has norm one, the mean is $\operatorname{Tr}A/N$, and the mean squared absolute deviation is the off-diagonal sum over $N^2$. The hypothesis `[Nonempty n]` means $N\ge1$; with no basis states the norm would be $0$. The theorem `chebyshev_bound` writes the fraction of bad configurations as the average of a function equal to 1 or 0, and `exact_iff_diagonal` says when every configuration gives the exact value.

The matrix is given and the basis is finite. The Hamiltonian, the time evolution and its numerical error do not enter, and neither does the quality of a random number generator. In your run, the statements apply to each time separately; errors at different times share the same $v$ and may be correlated.

### How the Lean proof is organised

`phase_rules` checks the four phases one by one: each has unit modulus, and raising its label by one multiplies it by $i$, wrapping round in `Fin 4`. `phase_shift` carries this over to a configuration in which only the label at `a` is raised. In `phaseMean_eq_zero`, `Equiv.addRight` expresses this quarter turn as a permutation of the configurations, and `Equiv.sum_comp` says that the sum over them is unchanged, which yields $(1-c)\sum_s f(s)=0$. `relPhase_mean` applies it with $c=i$, and `relPhase_orthonormal` goes through the four cases above.

`expectation_eq` splits the double sum into diagonal and off-diagonal pairs. In the main theorem, normalisation comes from this splitting with the identity matrix, and the mean from linearity, `phaseMean_affine`. For the variance, the real equation is moved to the complex numbers, the square is expanded into a sum over pairs of pairs, and `Finset.sum_eq_single p` keeps the one term that orthonormality leaves for each `p`.

`chebyshev_bound` compares the two averages configuration by configuration. `exact_iff_diagonal` uses the fact that a sum of nonnegative terms is zero only if each term is, and gets the converse from `expectation_eq`.

```lean
import Mathlib

open Matrix Finset
open scoped ComplexConjugate

namespace RandomPhaseTrace

noncomputable section

variable {n : Type*} [Fintype n] [DecidableEq n]

/-- The four allowed phase factors `1, i, -1, -i`. -/
def phase : Fin 4 → ℂ := ![1, Complex.I, -1, -Complex.I]

/-- The uniform average of `f` over all assignments of one of the four phases to each basis
state. -/
def phaseMean {K : Type*} [RCLike K] (f : (n → Fin 4) → K) : K :=
  (∑ s, f s) / 4 ^ Fintype.card n

/-- The random-phase state with components `u_k / √N`, for a nonempty basis of `N` states. -/
def phaseState (s : n → Fin 4) : n → ℂ :=
  fun k => phase (s k) / ((Real.sqrt (Fintype.card n) : ℝ) : ℂ)

/-- The expectation value `⟨v, A v⟩` in the random-phase state `v`. -/
def expectation (A : Matrix n n ℂ) (s : n → Fin 4) : ℂ :=
  star (phaseState s) ⬝ᵥ (A *ᵥ phaseState s)

/-- The relative phase factor `conj(u_j) u_k` of a pair `(j, k)` of basis states. -/
def relPhase (s : n → Fin 4) (p : n × n) : ℂ :=
  conj (phase (s p.1)) * phase (s p.2)

/-- Each phase factor has unit modulus, and advancing its label by one multiplies it by `i`. -/
theorem phase_rules (z : Fin 4) :
    conj (phase z) * phase z = 1 ∧ phase (z + 1) = Complex.I * phase z := by
  constructor
  · fin_cases z <;> simp [phase]
  · fin_cases z
    · change Complex.I = Complex.I * 1
      simp
    · change (-1 : ℂ) = Complex.I * Complex.I
      simp
    · change -Complex.I = Complex.I * (-1)
      simp
    · change (1 : ℂ) = Complex.I * (-Complex.I)
      simp

omit [Fintype n] in
/-- A quarter turn of the phase at `a` multiplies the phase factor at `a` by `i` and leaves
the others alone. -/
theorem phase_shift (s : n → Fin 4) (a j : n) :
    phase ((s + (Pi.single a 1 : n → Fin 4)) j)
      = (if j = a then Complex.I else 1) * phase (s j) := by
  by_cases h : j = a
  · subst h
    simp [(phase_rules (s j)).2]
  · simp [h]

/-- The phase average is linear and leaves constants unchanged. -/
theorem phaseMean_affine {ι : Type*} (t : Finset ι) (c : ℂ) (a : ι → ℂ)
    (f : ι → (n → Fin 4) → ℂ) :
    phaseMean (fun s => c + ∑ i ∈ t, a i * f i s) = c + ∑ i ∈ t, a i * phaseMean (f i) := by
  have h4 : (4 : ℂ) ^ Fintype.card n ≠ 0 := pow_ne_zero _ (by norm_num)
  unfold phaseMean
  rw [Finset.sum_add_distrib, Finset.sum_comm, add_div, Finset.sum_div t]
  congr 1
  · rw [Finset.sum_const, Finset.card_univ, Fintype.card_fun, Fintype.card_fin, nsmul_eq_mul]
    push_cast
    exact mul_div_cancel_left₀ c h4
  · refine Finset.sum_congr rfl fun i _ => ?_
    rw [← Finset.mul_sum, mul_div_assoc]

/-- A quantity that is multiplied by a constant `c ≠ 1` under a quarter turn of one phase
averages to zero. -/
theorem phaseMean_eq_zero (f : (n → Fin 4) → ℂ) (a : n) (c : ℂ) (hc : c ≠ 1)
    (h : ∀ s, f (s + (Pi.single a 1 : n → Fin 4)) = c * f s) : phaseMean f = 0 := by
  -- the quarter turn permutes the phase configurations
  have e : ∑ s, f s = c * ∑ s, f s := by
    calc ∑ s, f s = ∑ s : n → Fin 4, f (s + (Pi.single a 1 : n → Fin 4)) :=
          (Equiv.sum_comp (Equiv.addRight (Pi.single a 1 : n → Fin 4)) f).symm
      _ = c * ∑ s, f s := by
          rw [Finset.mul_sum]
          exact Finset.sum_congr rfl fun s _ => h s
  have e' : (1 - c) * ∑ s, f s = 0 := by linear_combination e
  have hs := (mul_eq_zero.mp e').resolve_left (sub_ne_zero.mpr hc.symm)
  rw [phaseMean, hs, zero_div]

/-- The relative phase factor of two different basis states averages to zero. -/
theorem relPhase_mean (p : n × n) (hp : p.1 ≠ p.2) :
    phaseMean (fun s => relPhase s p) = 0 := by
  refine phaseMean_eq_zero _ p.2 Complex.I (by simp [Complex.ext_iff]) fun s => ?_
  simp only [relPhase, phase_shift, hp, ↓reduceIte, map_mul, map_one]
  ring

/-- Relative phase factors of ordered pairs of different basis states are orthonormal under the
phase average. -/
theorem relPhase_orthonormal (p q : n × n) (hp : p.1 ≠ p.2) (hq : q.1 ≠ q.2) :
    phaseMean (fun s => relPhase s p * conj (relPhase s q)) = if p = q then 1 else 0 := by
  obtain ⟨j, k⟩ := p
  obtain ⟨l, m⟩ := q
  dsimp only at hp hq
  split_ifs with h
  · rw [← h]
    have h1 : ∀ s : n → Fin 4, relPhase s (j, k) * conj (relPhase s (j, k)) = 1 := by
      intro s
      simp only [relPhase, map_mul, Complex.conj_conj]
      linear_combination (conj (phase (s k)) * phase (s k)) * (phase_rules (s j)).1
        + (phase_rules (s k)).1
    simp only [h1]
    simpa using phaseMean_affine (n := n) (∅ : Finset n) 1 (fun _ => 0) (fun _ _ => 0)
  · by_cases hl : j = l
    · -- same first state: turn the phase of `k`, which occurs once
      subst hl
      have hmk : m ≠ k := fun e => h (by rw [e])
      refine phaseMean_eq_zero _ k Complex.I (by simp [Complex.ext_iff]) fun s => ?_
      simp only [relPhase, phase_shift, hp, hmk, ↓reduceIte, map_mul, map_one]
      ring
    · have hlj : l ≠ j := Ne.symm hl
      have hkj : k ≠ j := hp.symm
      by_cases hm : m = j
      · -- `m = j`: the phase of `j` occurs twice, and its square changes sign
        refine phaseMean_eq_zero _ j (-Complex.I * -Complex.I)
          (by norm_num [Complex.ext_iff]) fun s => ?_
        simp only [relPhase, phase_shift, hm, hlj, hkj, ↓reduceIte, map_mul, map_one,
          Complex.conj_I]
        ring
      · refine phaseMean_eq_zero _ j (-Complex.I) (by simp [Complex.ext_iff]) fun s => ?_
        simp only [relPhase, phase_shift, hm, hlj, hkj, ↓reduceIte, map_mul, map_one,
          Complex.conj_I]
        ring

/-- The expectation value is the normalised trace plus interference terms from the off-diagonal
elements of `A`. -/
theorem expectation_eq (A : Matrix n n ℂ) (s : n → Fin 4) :
    expectation A s = A.trace / Fintype.card n
      + ∑ p ∈ univ.offDiag, A p.1 p.2 / Fintype.card n * relPhase s p := by
  have hN : ((Real.sqrt (Fintype.card n) : ℝ) : ℂ) * ((Real.sqrt (Fintype.card n) : ℝ) : ℂ)
      = (Fintype.card n : ℂ) := by
    rw [← Complex.ofReal_mul, Real.mul_self_sqrt (Nat.cast_nonneg _), Complex.ofReal_natCast]
  have h1 : expectation A s
      = ∑ p ∈ univ ×ˢ univ, A p.1 p.2 / Fintype.card n * relPhase s p := by
    rw [Finset.sum_product]
    simp only [expectation, dotProduct, Matrix.mulVec, Finset.mul_sum]
    refine Finset.sum_congr rfl fun j _ => Finset.sum_congr rfl fun k _ => ?_
    simp only [phaseState, relPhase, Pi.star_apply, RCLike.star_def, map_div₀,
      Complex.conj_ofReal]
    rw [← hN]
    ring
  -- separate the diagonal, where the phases cancel
  rw [h1, ← Finset.diag_union_offDiag, Finset.sum_union (Finset.disjoint_diag_offDiag ..),
    Finset.sum_diag]
  congr 1
  rw [Matrix.trace, Finset.sum_div]
  refine Finset.sum_congr rfl fun j _ => ?_
  simp only [relPhase, (phase_rules (s j)).1, mul_one, Matrix.diag_apply]

/-- For a nonempty basis of `N` states, every random-phase state is normalised, the mean of
`⟨v, A v⟩` is `Tr A / N`, and its mean squared absolute deviation is `N⁻² ∑_{j ≠ k} |A_jk|²`. -/
theorem random_phase_trace [Nonempty n] (A : Matrix n n ℂ) :
    (∀ s : n → Fin 4, star (phaseState s) ⬝ᵥ phaseState s = 1) ∧
    phaseMean (expectation A) = A.trace / Fintype.card n ∧
    phaseMean (fun s => ‖expectation A s - A.trace / Fintype.card n‖ ^ 2)
      = (∑ p ∈ univ.offDiag, ‖A p.1 p.2‖ ^ 2) / (Fintype.card n : ℝ) ^ 2 := by
  have off : ∀ p ∈ (univ : Finset n).offDiag, p.1 ≠ p.2 :=
    fun p hp => (Finset.mem_offDiag.mp hp).2.2
  refine ⟨fun s => ?_, ?_, ?_⟩
  · -- the squared norm is the expectation value of the identity
    have h := expectation_eq (1 : Matrix n n ℂ) s
    rw [expectation, Matrix.one_mulVec] at h
    rw [h, Finset.sum_eq_zero fun p hp => by
      rw [Matrix.one_apply_ne (off p hp), zero_div, zero_mul], Matrix.trace_one, add_zero]
    exact div_self (Nat.cast_ne_zero.mpr Fintype.card_ne_zero)
  · rw [funext (expectation_eq A),
      phaseMean_affine _ _ (fun p : n × n => A p.1 p.2 / (Fintype.card n : ℂ))
        (fun p s => relPhase s p),
      Finset.sum_eq_zero fun p hp => by rw [relPhase_mean p (off p hp), mul_zero], add_zero]
  · apply Complex.ofReal_injective
    -- expand the square into pairs of interference terms
    have h : ∀ s, ((‖expectation A s - A.trace / Fintype.card n‖ ^ 2 : ℝ) : ℂ)
        = 0 + ∑ x ∈ univ.offDiag ×ˢ univ.offDiag,
          (A x.1.1 x.1.2 * conj (A x.2.1 x.2.2) / (Fintype.card n : ℂ) ^ 2)
            * (relPhase s x.1 * conj (relPhase s x.2)) := by
      intro s
      rw [expectation_eq, add_sub_cancel_left, ← Complex.normSq_eq_norm_sq, ← Complex.mul_conj,
        map_sum, Finset.sum_mul_sum, zero_add, Finset.sum_product]
      refine Finset.sum_congr rfl fun p _ => Finset.sum_congr rfl fun q _ => ?_
      rw [map_mul, map_div₀, map_natCast]
      ring
    have hc : ((phaseMean (fun s => ‖expectation A s - A.trace / Fintype.card n‖ ^ 2) : ℝ) : ℂ)
        = phaseMean (fun s =>
          ((‖expectation A s - A.trace / Fintype.card n‖ ^ 2 : ℝ) : ℂ)) := by
      simp [phaseMean]
    rw [hc, funext h, phaseMean_affine _ _
      (fun x : (n × n) × (n × n) =>
        A x.1.1 x.1.2 * conj (A x.2.1 x.2.2) / (Fintype.card n : ℂ) ^ 2)
      (fun x s => relPhase s x.1 * conj (relPhase s x.2)),
      zero_add, Finset.sum_product, Finset.sum_div, Complex.ofReal_sum]
    refine Finset.sum_congr rfl fun p hp => ?_
    -- orthonormality keeps only equal pairs
    rw [Finset.sum_eq_single p]
    · rw [relPhase_orthonormal p p (off p hp) (off p hp), if_pos rfl, mul_one,
        Complex.mul_conj, Complex.normSq_eq_norm_sq]
      simp only [Complex.ofReal_div, Complex.ofReal_pow, Complex.ofReal_natCast]
    · intro q hq hne
      rw [relPhase_orthonormal p q (off p hp) (off q hq), if_neg hne.symm, mul_zero]
    · intro h'
      exact absurd hp h'

/-- For a nonempty basis and `ε > 0`, the fraction of phase configurations whose expectation value
misses `Tr A / N` by at least `ε` is at most `∑_{j ≠ k} |A_jk|² / (N² ε²)`. -/
theorem chebyshev_bound [Nonempty n] (A : Matrix n n ℂ) {ε : ℝ} (hε : 0 < ε) :
    phaseMean (fun s =>
        if ε ≤ ‖expectation A s - A.trace / Fintype.card n‖ then (1 : ℝ) else 0)
      ≤ (∑ p ∈ univ.offDiag, ‖A p.1 p.2‖ ^ 2) / (Fintype.card n : ℝ) ^ 2 / ε ^ 2 := by
  rw [le_div_iff₀ (pow_pos hε 2), ← (random_phase_trace A).2.2]
  unfold phaseMean
  rw [div_mul_eq_mul_div, Finset.sum_mul]
  refine div_le_div_of_nonneg_right (Finset.sum_le_sum fun s _ => ?_) (by positivity)
  split_ifs with h
  · rw [one_mul]
    exact pow_le_pow_left₀ hε.le h 2
  · rw [zero_mul]
    positivity

/-- For a nonempty basis, every random-phase state gives exactly `Tr A / N` if and only if `A` is
diagonal in that basis. -/
theorem exact_iff_diagonal [Nonempty n] (A : Matrix n n ℂ) :
    (∀ s, expectation A s = A.trace / Fintype.card n) ↔ ∀ j k, j ≠ k → A j k = 0 := by
  constructor
  · intro h j k hjk
    have hv := (random_phase_trace A).2.2
    have h0 : phaseMean (fun s => ‖expectation A s - A.trace / Fintype.card n‖ ^ 2) = 0 := by
      simp [phaseMean, h]
    have hN : (Fintype.card n : ℝ) ^ 2 ≠ 0 :=
      pow_ne_zero _ (Nat.cast_ne_zero.mpr Fintype.card_ne_zero)
    rw [h0] at hv
    have hs := (div_eq_zero_iff.mp hv.symm).resolve_right hN
    have hz := (Finset.sum_eq_zero_iff_of_nonneg fun p _ => sq_nonneg ‖A p.1 p.2‖).mp hs
      (j, k) (Finset.mem_offDiag.mpr ⟨mem_univ _, mem_univ _, hjk⟩)
    exact norm_eq_zero.mp (pow_eq_zero_iff (two_ne_zero)|>.mp hz)
  · intro h s
    rw [expectation_eq, Finset.sum_eq_zero fun p hp => by
      rw [h _ _ (Finset.mem_offDiag.mp hp).2.2, zero_div, zero_mul], add_zero]

end

end RandomPhaseTrace
```

```lean
#print axioms RandomPhaseTrace.random_phase_trace
#print axioms RandomPhaseTrace.chebyshev_bound
#print axioms RandomPhaseTrace.exact_iff_diagonal
```

```
'RandomPhaseTrace.random_phase_trace' depends on axioms: [propext, Classical.choice, Quot.sound]
'RandomPhaseTrace.chebyshev_bound' depends on axioms: [propext, Classical.choice, Quot.sound]
'RandomPhaseTrace.exact_iff_diagonal' depends on axioms: [propext, Classical.choice, Quot.sound]
```
